# The massive vector propagator with gauge parameter ξ, its Proca limit, and exchange with a conserved current

Two currents exchange a massive neutral vector boson, and the boson can be described by the Proca propagator or by a propagator with a gauge parameter ξ, which differ in their k k terms. The theorems below show that each propagator inverts its own wave operator, that the second tends to the first as ξ grows, and that both give the same exchange if one current is conserved, for ξ ≠ 0 and at momenta away from the poles.

```lean
import Mathlib

open Matrix Filter Topology

namespace MassiveVectorPropagator

noncomputable section

variable {n : Type*} [Fintype n] [DecidableEq n]

/-- The invariant square `k² = k^μ g_μν k^ν` of a momentum `k` in the metric `g`. -/
def metricSq (g : Matrix n n ℝ) (k : n → ℝ) : ℝ := k ⬝ᵥ (g *ᵥ k)

/-- The momentum-space wave operator `-(k² - M²) g_μν + c k_μ k_ν` of a vector field
of mass `M`, with a free coefficient `c` of the longitudinal term. -/
def waveOperator (g : Matrix n n ℝ) (k : n → ℝ) (M c : ℝ) : Matrix n n ℝ :=
  (-(metricSq g k - M ^ 2)) • g + c • vecMulVec (g *ᵥ k) (g *ᵥ k)

/-- The propagator `-[g^μν - (1 - ξ) k^μ k^ν / (k² - ξ M²)] / (k² - M²)` in the gauge `ξ`,
for an invertible metric, `k² ≠ M²` and `k² ≠ ξ M²`. -/
def gaugePropagator (g : Matrix n n ℝ) (k : n → ℝ) (M ξ : ℝ) : Matrix n n ℝ :=
  (-(1 / (metricSq g k - M ^ 2))) •
    (g⁻¹ - ((1 - ξ) / (metricSq g k - ξ * M ^ 2)) • vecMulVec k k)

/-- The Proca propagator `-[g^μν - k^μ k^ν / M²] / (k² - M²)`,
for an invertible metric, `M ≠ 0` and `k² ≠ M²`. -/
def procaPropagator (g : Matrix n n ℝ) (k : n → ℝ) (M : ℝ) : Matrix n n ℝ :=
  (-(1 / (metricSq g k - M ^ 2))) • (g⁻¹ - (1 / M ^ 2) • vecMulVec k k)

omit [DecidableEq n] in
/-- A dyad `u v` acting on a vector `w` gives `(v·w) u`. -/
theorem dyad_mulVec (u v w : n → ℝ) : vecMulVec u v *ᵥ w = (v ⬝ᵥ w) • u := by
  ext i
  simp only [Matrix.mulVec, dotProduct, Matrix.vecMulVec_apply, Pi.smul_apply,
    smul_eq_mul, Finset.sum_mul]
  exact Finset.sum_congr rfl (fun j _ => by ring)

/-- For a symmetric invertible metric, `a g_μν + c k_μ k_ν` times `b (g^μν - d k^μ k^ν)` is
the identity if `a b = 1` and `c - a d - c d k² = 0`. -/
theorem dyad_inverse {g : Matrix n n ℝ} (hg : g.IsSymm) (hu : IsUnit g.det) (k : n → ℝ)
    {a b c d : ℝ} (hab : a * b = 1) (hz : c - a * d - c * d * metricSq g k = 0) :
    (a • g + c • vecMulVec (g *ᵥ k) (g *ᵥ k)) * (b • (g⁻¹ - d • vecMulVec k k)) = 1 := by
  have h0 : g * g⁻¹ = 1 := Matrix.mul_nonsing_inv g hu
  have h1 : g * vecMulVec k k = vecMulVec (g *ᵥ k) k := Matrix.mul_vecMulVec _ _ _
  -- raising the index of `k_μ` gives back `k^μ`, by symmetry of the metric
  have hl : g *ᵥ k = k ᵥ* g := by rw [← Matrix.vecMul_transpose, hg.eq]
  have hr : (g *ᵥ k) ᵥ* g⁻¹ = k := by
    rw [hl, Matrix.vecMul_vecMul, h0, Matrix.vecMul_one]
  have h2 : vecMulVec (g *ᵥ k) (g *ᵥ k) * g⁻¹ = vecMulVec (g *ᵥ k) k := by
    rw [Matrix.vecMulVec_mul, hr]
  have h3 : vecMulVec (g *ᵥ k) (g *ᵥ k) * vecMulVec k k
      = metricSq g k • vecMulVec (g *ᵥ k) k := by
    rw [Matrix.mul_vecMulVec, dyad_mulVec, dotProduct_comm]
    ext i j
    simp only [metricSq, Matrix.vecMulVec_apply, Matrix.smul_apply, Pi.smul_apply, smul_eq_mul]
    ring
  -- collect the identity and the single remaining dyad
  have key : (a • g + c • vecMulVec (g *ᵥ k) (g *ᵥ k)) * (b • (g⁻¹ - d • vecMulVec k k))
      = (a * b) • (1 : Matrix n n ℝ)
        + (b * (c - a * d - c * d * metricSq g k)) • vecMulVec (g *ᵥ k) k := by
    simp only [Matrix.add_mul, Matrix.mul_sub, Matrix.smul_mul, Matrix.mul_smul, h0, h1, h2, h3]
    module
  rw [key, hab, hz, mul_zero, zero_smul, one_smul, add_zero]

/-- For a symmetric invertible metric, `ξ ≠ 0`, `k² ≠ M²` and `k² ≠ ξ M²`, the propagator in
the gauge `ξ` is the two-sided inverse of `-(k² - M²) g_μν + (1 - 1/ξ) k_μ k_ν`. -/
theorem gaugePropagator_inverse {g : Matrix n n ℝ} (hg : g.IsSymm) (hu : IsUnit g.det)
    (k : n → ℝ) {M ξ : ℝ} (hξ : ξ ≠ 0) (hM : metricSq g k ≠ M ^ 2)
    (hξM : metricSq g k ≠ ξ * M ^ 2) :
    waveOperator g k M (1 - 1 / ξ) * gaugePropagator g k M ξ = 1 ∧
      gaugePropagator g k M ξ * waveOperator g k M (1 - 1 / ξ) = 1 := by
  have h : waveOperator g k M (1 - 1 / ξ) * gaugePropagator g k M ξ = 1 := by
    have he : 1 / ξ * ξ = 1 := one_div_mul_cancel hξ
    have hd : (1 - ξ) / (metricSq g k - ξ * M ^ 2) * (metricSq g k - ξ * M ^ 2) = 1 - ξ :=
      div_mul_cancel₀ _ (sub_ne_zero.mpr hξM)
    refine dyad_inverse hg hu k ?_ ?_
    · rw [neg_mul_neg, mul_one_div_cancel (sub_ne_zero.mpr hM)]
    · linear_combination (1 / ξ) * hd
        + (M ^ 2 * ((1 - ξ) / (metricSq g k - ξ * M ^ 2)) - 1) * he
  exact ⟨h, mul_eq_one_comm.mp h⟩

/-- For a symmetric invertible metric, `M ≠ 0` and `k² ≠ M²`, the Proca propagator inverts
`-(k² - M²) g_μν + k_μ k_ν` and is the limit of the gauge-`ξ` propagator as `ξ → +∞`. -/
theorem proca_inverse_and_limit {g : Matrix n n ℝ} (hg : g.IsSymm) (hu : IsUnit g.det)
    (k : n → ℝ) {M : ℝ} (hM0 : M ≠ 0) (hM : metricSq g k ≠ M ^ 2) :
    waveOperator g k M 1 * procaPropagator g k M = 1 ∧
      Tendsto (fun ξ : ℝ => gaugePropagator g k M ξ) atTop (𝓝 (procaPropagator g k M)) := by
  have hM2 : M ^ 2 ≠ 0 := pow_ne_zero 2 hM0
  constructor
  · have he : 1 / M ^ 2 * M ^ 2 = 1 := one_div_mul_cancel hM2
    refine dyad_inverse hg hu k ?_ ?_
    · rw [neg_mul_neg, mul_one_div_cancel (sub_ne_zero.mpr hM)]
    · linear_combination -he
  · -- only the scalar coefficient of `k k` depends on the gauge parameter
    have hs : Tendsto (fun ξ : ℝ => (1 - ξ) / (metricSq g k - ξ * M ^ 2)) atTop
        (𝓝 (1 / M ^ 2)) := by
      have hi : Tendsto (fun ξ : ℝ => ξ⁻¹) atTop (𝓝 0) := tendsto_inv_atTop_zero
      have hne : metricSq g k * 0 - M ^ 2 ≠ 0 := by
        rw [mul_zero, zero_sub]
        exact neg_ne_zero.mpr hM2
      have ht := (hi.sub_const 1).div ((hi.const_mul (metricSq g k)).sub_const (M ^ 2)) hne
      have hv : (0 - 1) / (metricSq g k * 0 - M ^ 2) = 1 / M ^ 2 := by
        rw [mul_zero, zero_sub, zero_sub, neg_div_neg_eq]
      rw [hv] at ht
      refine ht.congr' ?_
      filter_upwards [eventually_gt_atTop (0 : ℝ)] with ξ hpos
      have hc : ξ * ξ⁻¹ = 1 := mul_inv_cancel₀ hpos.ne'
      have e1 : ξ * (ξ⁻¹ - 1) = 1 - ξ := by linear_combination hc
      have e2 : ξ * (metricSq g k * ξ⁻¹ - M ^ 2) = metricSq g k - ξ * M ^ 2 := by
        linear_combination metricSq g k * hc
      rw [← e1, ← e2, mul_div_mul_left _ _ hpos.ne']
      rfl
    exact (tendsto_const_nhds.sub (hs.smul_const (vecMulVec k k))).const_smul _

/-- For an invertible metric and a current with `k·J = 0`, every inverse `D` of the wave operator
satisfies `(k² - M²) J·D·J' = -J·J'`, whatever the coefficient `c` of `k_μ k_ν`. -/
theorem conserved_exchange {g : Matrix n n ℝ} (hu : IsUnit g.det) {k : n → ℝ} {M c : ℝ}
    {D : Matrix n n ℝ} (hD : waveOperator g k M c * D = 1) {J : n → ℝ} (hJ : k ⬝ᵥ J = 0)
    (J' : n → ℝ) :
    (metricSq g k - M ^ 2) * (J ⬝ᵥ (D *ᵥ J')) = -(J ⬝ᵥ (g⁻¹ *ᵥ J')) := by
  have e : ∀ v : n → ℝ, g⁻¹ *ᵥ (g *ᵥ v) = v := fun v => by
    rw [Matrix.mulVec_mulVec, Matrix.nonsing_inv_mul g hu, Matrix.one_mulVec]
  -- the field equation with its index raised
  have key : ∀ A : n → ℝ, g⁻¹ *ᵥ (waveOperator g k M c *ᵥ A)
      = (-(metricSq g k - M ^ 2)) • A + (c * ((g *ᵥ k) ⬝ᵥ A)) • k := fun A => by
    rw [waveOperator, Matrix.add_mulVec, Matrix.smul_mulVec, Matrix.smul_mulVec, dyad_mulVec,
      Matrix.mulVec_add, Matrix.mulVec_smul, Matrix.mulVec_smul, Matrix.mulVec_smul, e, e,
      smul_smul]
  have hA : waveOperator g k M c *ᵥ (D *ᵥ J') = J' := by
    rw [Matrix.mulVec_mulVec, hD, Matrix.one_mulVec]
  have h1 := key (D *ᵥ J')
  rw [hA] at h1
  -- current conservation removes the longitudinal term
  rw [h1, dotProduct_add, dotProduct_smul, dotProduct_smul, dotProduct_comm J k, hJ]
  simp only [smul_eq_mul]
  ring

/-- For a symmetric invertible metric, `M` and `ξ` nonzero, `k²` different from `M²` and `ξ M²`,
and `k·J = 0`, the gauge-`ξ` and Proca propagators both give `-J·J' / (k² - M²)`. -/
theorem exchange_gauge_independent {g : Matrix n n ℝ} (hg : g.IsSymm) (hu : IsUnit g.det)
    {k : n → ℝ} {M ξ : ℝ} (hM0 : M ≠ 0) (hξ : ξ ≠ 0) (hM : metricSq g k ≠ M ^ 2)
    (hξM : metricSq g k ≠ ξ * M ^ 2) {J : n → ℝ} (hJ : k ⬝ᵥ J = 0) (J' : n → ℝ) :
    J ⬝ᵥ (gaugePropagator g k M ξ *ᵥ J') = -(J ⬝ᵥ (g⁻¹ *ᵥ J')) / (metricSq g k - M ^ 2) ∧
      J ⬝ᵥ (procaPropagator g k M *ᵥ J')
        = -(J ⬝ᵥ (g⁻¹ *ᵥ J')) / (metricSq g k - M ^ 2) := by
  have h := sub_ne_zero.mpr hM
  constructor
  · rw [eq_div_iff h, mul_comm]
    exact conserved_exchange hu (gaugePropagator_inverse hg hu k hξ hM hξM).1 hJ J'
  · rw [eq_div_iff h, mul_comm]
    exact conserved_exchange hu (proca_inverse_and_limit hg hu k hM0 hM).1 hJ J'

/-- At `k² = ξ M²` with `k ≠ 0` and `ξ ≠ 0`, the gauge-fixed wave operator is singular. -/
theorem waveOperator_singular {g : Matrix n n ℝ} {k : n → ℝ} {M ξ : ℝ} (hk : k ≠ 0)
    (hξ : ξ ≠ 0) (h : metricSq g k = ξ * M ^ 2) :
    (waveOperator g k M (1 - 1 / ξ)).det = 0 := by
  -- the momentum itself is a zero mode
  refine Matrix.exists_mulVec_eq_zero_iff.mp ⟨k, hk, ?_⟩
  have hs : (g *ᵥ k) ⬝ᵥ k = metricSq g k := dotProduct_comm _ _
  have he : 1 / ξ * ξ = 1 := one_div_mul_cancel hξ
  have hc : -(ξ * M ^ 2 - M ^ 2) + (1 - 1 / ξ) * (ξ * M ^ 2) = 0 := by
    linear_combination (-M ^ 2) * he
  rw [waveOperator, Matrix.add_mulVec, Matrix.smul_mulVec, Matrix.smul_mulVec, dyad_mulVec,
    smul_smul, ← add_smul, hs, h, hc, zero_smul]

end

end MassiveVectorPropagator
```

```lean
#print axioms MassiveVectorPropagator.proca_inverse_and_limit
#print axioms MassiveVectorPropagator.exchange_gauge_independent
#print axioms MassiveVectorPropagator.waveOperator_singular
```

```
'MassiveVectorPropagator.proca_inverse_and_limit' depends on axioms: [propext, Classical.choice, Quot.sound]
'MassiveVectorPropagator.exchange_gauge_independent' depends on axioms: [propext, Classical.choice, Quot.sound]
'MassiveVectorPropagator.waveOperator_singular' depends on axioms: [propext, Classical.choice, Quot.sound]
```

## Inverting the wave operator

Take units with ħ and the speed of light equal to 1, and a metric with signature (+,−,−,−), so that a free particle of mass M has k² = M². Here k^μ is the momentum, k_μ = g_μν k^ν, and k² = k^μ g_μν k^ν. With the gauge-fixing term −(∂·A)²/(2ξ) in the Lagrangian, a field A with source J' obeys

∂²A^μ + M²A^μ − (1 − 1/ξ) ∂^μ(∂·A) = J'^μ.

For a plane wave, each ∂ becomes −ik. With the index lowered, the operator acting on A is

K_μν = −(k² − M²) g_μν + c k_μ k_ν, with c = 1 − 1/ξ.

The letter c is this coefficient, not the speed of light. Without gauge fixing, c = 1, which is the Proca case.

The only tensors available for the inverse are g^μν and k^μ k^ν. Write a = −(k² − M²) and try b (g^νρ − d k^ν k^ρ), with numbers b and d to be found. The four products are

g_μν g^νρ = δ_μ^ρ

g_μν k^ν k^ρ = k_μ k^ρ

k_μ k_ν g^νρ = k_μ k^ρ

k_μ k_ν k^ν k^ρ = k² k_μ k^ρ.

Together they give

(a g_μν + c k_μ k_ν) b (g^νρ − d k^ν k^ρ) = ab δ_μ^ρ + b (c − ad − cdk²) k_μ k^ρ.

This is the identity if ab = 1 and c = d (a + ck²). The first equation gives b = −1/(k² − M²). For c = 1 − 1/ξ,

a + ck² = M² − k²/ξ = −(k² − ξM²)/ξ,

so the second equation gives

d = (1 − ξ)/(k² − ξM²).

The propagator in the gauge ξ is therefore

D^μν = −[g^μν − (1 − ξ) k^μ k^ν/(k² − ξM²)]/(k² − M²).

For c = 1, the sum a + ck² is M², so d = 1/M², and the result is the Proca propagator. The two are connected by a limit. Dividing numerator and denominator by ξ,

(1 − ξ)/(k² − ξM²) = (1/ξ − 1)/(k²/ξ − M²) → 1/M² as ξ → +∞,

and nothing else in D depends on ξ.

At k² = ξM² the operator has a zero mode, the momentum itself:

K_μν k^ν = (a + ck²) k_μ = −(k² − ξM²) k_μ/ξ = 0.

If k ≠ 0, K then has no inverse.

## Why the k k term drops out of the exchange

Let A = DJ' be the field generated by J', so that KA = J'. With the index raised, this reads

−(k² − M²) A^μ + c (k·A) k^μ = J'^μ.

Contract with a current J that satisfies k·J = 0. The second term vanishes for any c, and

J·A = −J·J'/(k² − M²).

The current J' is arbitrary.

If neither current is conserved, the two propagators can disagree. Take k^μ = (1,0,0,0), M² = 2, ξ = 1 and J_μ = J'_μ = (1,0,0,0), so that k² = 1 and k·J = 1. The prefactor −1/(k² − M²) is 1. The gauge propagator gives 1, while the Proca propagator gives 1 − 1/2 = 1/2.

For M = 0, `gaugePropagator` is the free photon propagator in a covariant gauge. One-photon exchange is the starting point for the Coulomb and Breit interactions of relativistic electronic structure; at tree level, for ξ ≠ 0, k² ≠ 0 and a conserved current, `gaugePropagator_inverse` and `conserved_exchange` together show that it is independent of ξ.

## What the matrices and hypotheses stand for

The finite type `n` labels the spacetime components, in any number. The metric `g` is a real matrix; `g.IsSymm` says that it is symmetric and `IsUnit g.det` that it is invertible. No signature is imposed, so Minkowski space is one case among others.

Lean's matrix type does not record whether an index is up or down. The convention is that `k` has upper indices and `J` and `J'` have lower ones. Thus `g *ᵥ k` is k_μ, `k ⬝ᵥ J` is k^μ J_μ, and `J ⬝ᵥ (g⁻¹ *ᵥ J')` is J·J'. The dyad `vecMulVec k k` is k^μ k^ν, and `metricSq g k` is k². The propagators carry no factor i, which Feynman rules usually include.

`gaugePropagator_inverse` states that the propagator is a two-sided inverse when ξ ≠ 0, k² ≠ M² and k² ≠ ξM²; M may be zero. The Landau gauge, ξ = 0, is left out because 1/ξ has no value there. For k² ≠ 0 and k² ≠ M² the exchange is still the same in that gauge, since k·J = 0 removes the k k term of the propagator directly. `proca_inverse_and_limit` needs M ≠ 0 and k² ≠ M². It states that the Proca propagator is a right inverse for c = 1, and that the matrices `gaugePropagator g k M ξ` converge to it at fixed k. Along the way ξ may hit the value with k² = ξM², where Lean's division by zero returns 0; one such ξ does not affect the limit.

`conserved_exchange` is the most general exchange statement: it holds for every coefficient c and every right inverse D, and the metric need not be symmetric. `exchange_gauge_independent` applies it to the two explicit propagators. The currents are real vectors in Lean. The momentum-space components of a current are in general complex, and the exchange formula extends to them because it is linear in each current. The condition `k ⬝ᵥ J = 0` expresses current conservation in momentum space. It is assumed here; in electrodynamics it follows from the symmetry behind charge conservation.

The step left to the reader of a Feynman diagram is the one from a real matrix at a single momentum to a propagator with an iε prescription, integrated over loop momenta. In particular, convergence at each k does not by itself allow the limit ξ → +∞ to be taken inside a loop integral.

## From the four products to the theorems

`dyad_mulVec` is the rule (u v)w = (v·w)u for a dyad acting on a vector. `dyad_inverse` is the product calculation above. Its facts `h0`, `h1`, `h2` and `h3` are the four products in the order listed. Symmetry of the metric enters through `hr`, which says that raising the index of k_μ from the right returns k^μ. The fact `key` collects the terms into the identity and one dyad, with `module` doing the linear algebra, and the two scalar equations finish the proof.

The two inverse theorems supply those scalar equations. For the gauge propagator, `mul_eq_one_comm` then turns the right inverse into a two-sided one, as is always possible for finite square matrices over the reals.

For the limit, `hs` treats the scalar coefficient alone. The quotient in terms of `ξ⁻¹` converges by the limit rules for differences and quotients, and `congr'` transfers the result to the original quotient, since the two agree for all ξ > 0. The last line multiplies by the constant dyad, subtracts from g⁻¹ and rescales.

In `conserved_exchange`, `key` is the field equation with its index raised, for an arbitrary field A. It is applied to DJ' and contracted with J, where `hJ` removes the longitudinal term. `waveOperator_singular` exhibits k as a nonzero vector sent to zero, which for a square matrix is equivalent to a vanishing determinant.

## Fractions as unknowns in `linear_combination`

The scalar equation for the gauge propagator contains 1/ξ and the quotient d. The proof does not clear denominators. It treats r = 1/ξ and d as unknowns, known only through the equations that define them:

rξ = 1 (`he`)

d (k² − ξM²) = 1 − ξ (`hd`).

This is where ξ ≠ 0 and k² ≠ ξM² are used. In these terms, the equation to be proved is

1 − r − M²d + rdk² = 0.

The tactic `linear_combination` is given multipliers, here r for `hd` and M²d − 1 for `he`. It then checks that the goal's left side minus its right side equals the same difference for the weighted sum of the known equations:

r [d (k² − ξM²) − (1 − ξ)] + (M²d − 1)(rξ − 1) = 1 − r − M²d + rdk².

On the left, the terms in rξ and in rξM²d cancel, and what remains is the right side. This is a polynomial identity, which the tactic verifies by ring arithmetic. The tactic does not search for the multipliers; they are supplied to it. The Proca case needs only `-he`, where `he` now denotes (1/M²) M² = 1.
